# For nonincreasing weights, a dimer's missing plane-wave weight is twice the one-atom tail to within 2w(N)/|sin(t/2)|

Let w(n), n = 0, 1, 2, …, be the weight of one atom in the n-th plane wave, and suppose that w is nonincreasing and summable. Add the functions of two identical, rigid atoms, without normalising the sum, and let their relative phase advance by t per reciprocal-lattice step. A basis that keeps only n < N misses the dimer weight

T(t) = Σ_{n≥N} w(n) |1 + e^{int}|².

Write W = Σ_{n≥N} w(n) for the weight that a single atom misses. If sin(t/2) ≠ 0, then

|T(t) − 2W| ≤ 2w(N)/|sin(t/2)|.

For two geometries t₁ and t₂ that both satisfy this condition,

|T(t₁) − T(t₂)| ≤ 2w(N) (1/|sin(t₁/2)| + 1/|sin(t₂/2)|).

The difference is thus controlled by the first omitted weight, times a factor that depends on the geometry, and not by the whole tail.

In a periodic cell of fixed length L with the atoms a distance d apart, t = 2πd/L. The condition sin(t/2) ≠ 0 then says that the atoms do not coincide modulo the period. Monotone weights describe an atomic function whose Fourier weights fall steadily, as they do for a Gaussian; an oscillating form factor can violate the assumption. Only plane waves with n ≥ 0 are counted here; for weights even in n and N ≥ 1, including those with n ≤ −N doubles both sides of the bounds.

## From interference to a telescoping sum

The squared structure factor is

|1 + e^{int}|² = (1 + cos nt)² + sin² nt = 2 + 2 cos nt.

With n = k + N, the missing weight splits into

T(t) = 2W + 2C(t), where C(t) = Σ_{k≥0} w(k+N) cos((k+N)t).

A nonincreasing summable sequence tends to zero from above, so w ≥ 0. The series C(t) converges because its terms are bounded in modulus by w(k+N). That comparison alone gives only |C(t)| ≤ W, the size of the whole tail. The cancellation between cosines gives a second bound, w(N)/|sin(t/2)|, which is the better one whenever it is smaller than W. This requires a tail that decays slowly: where w(N) makes up most of W, as for a Gaussian far out, little or nothing is gained.

Set v(k) = w(k+N) and b(k) = sin((k+N)t − t/2). Then

b(k+1) − b(k) = sin((k+N)t + t/2) − sin((k+N)t − t/2) = 2 sin(t/2) cos((k+N)t).

Let S(M) = Σ_{k<M} v(k)(b(k+1) − b(k)). By induction on M,

|S(M) − v(M)b(M)| ≤ 2v(0) − v(M).

At M = 0 this reads |v(0)b(0)| ≤ v(0), which holds because |b| ≤ 1. For the step from M to M + 1,

S(M+1) − v(M+1)b(M+1) = [S(M) − v(M)b(M)] + (v(M) − v(M+1))b(M+1).

The last term has modulus at most v(M) − v(M+1), since v is nonincreasing. Adding it to the previous bound gives 2v(0) − v(M+1), as required. Restoring the boundary term, whose modulus is at most v(M), gives |S(M)| ≤ 2v(0) = 2w(N).

If C_M(t) denotes the sum of the first M terms of C(t), then S(M) = 2 sin(t/2) C_M(t), and therefore

|C_M(t)| ≤ w(N)/|sin(t/2)|.

The right-hand side does not depend on M, so the bound survives the limit M → ∞. Since T(t) − 2W = 2C(t), the first claim follows. For two geometries the common term 2W cancels, and the triangle inequality gives the second.

If sin(t/2) = 0, then t is an integer multiple of 2π, every cosine equals 1, and T(t) = 4W. The deviation from 2W is then 2W, which is of the size of the tail.

The constant 2 is optimal. Take w(n) = 1 for n ≤ N, w(n) = 0 for n > N, and t = π. Only n = N contributes, so T(π) − 2W = 2(−1)^N, and the bound is also 2. Dividing the weights by N + 1 normalises the atom to total weight one and turns both sides into 2/(N+1).

## Slowly decaying Fourier weights at two separations

Take w(n) = 0.1 · 0.9^n, whose total is one, and N = 2. Then w(2) = 0.081 and W = 0.81.

At t = π the cosines alternate in sign, starting with +1 at n = 2:

2C(π) = 0.162/(1 + 0.9) ≈ 0.0853, so T(π) ≈ 1.7053.

At t = π/2 the odd terms vanish and the even ones alternate, starting with −1:

2C(π/2) = −0.162/(1 + 0.81) ≈ −0.0895, so T(π/2) ≈ 1.5305.

The two bounds on |2C| are 0.162 and 0.162√2 ≈ 0.229. The missing weights differ by about 0.175, within the combined bound of 0.391, while each of them exceeds 1.5.

## The same sum in a plane-wave code

When a plane-wave code builds a sum of atomic functions, for example a starting density, it multiplies each atom's Fourier coefficients by position-dependent phases and keeps only those within the cutoff. To test the estimate numerically in one dimension, store the squared moduli of the one-atom coefficients for n ≥ 0 up to a large reference cutoff, multiply those from N onwards by |1 + e^{int}|², and sum for two values of t. If the stored weights are nonincreasing, extending them by zeros keeps them so, and the bound applies to the finite array as it stands.

This bears on the practice of judging a cutoff by differences between geometries instead of absolute values, in a one-dimensional model of two rigid, identical atoms where the quantity compared is the missing weight of an unnormalised sum and not an energy.

## The dimer and its tails in Lean

```lean
import Mathlib

open Finset

namespace DimerCutoff

noncomputable section
```

The structure factor is a complex number that depends on a natural number `n` and a real phase `t`.

```lean
/-- Structure factor of a dimer in the `n`-th plane wave, where `t` is the phase between the
two atoms per reciprocal-lattice step. -/
def dimerFactor (n : ℕ) (t : ℝ) : ℂ :=
  1 + Complex.exp ((((n : ℝ) * t : ℝ) : ℂ) * Complex.I)
```

The two tails are infinite sums over `k`, with the plane-wave index written as `k + N`. The first omitted plane wave is therefore `N` itself.

```lean
/-- Weight of a single atom in the plane waves `n ≥ N`, for summable weights `w`. -/
def tailWeight (w : ℕ → ℝ) (N : ℕ) : ℝ := ∑' k : ℕ, w (k + N)

/-- Weight of the dimer in the plane waves `n ≥ N`, which a basis cut off at `N` misses,
for summable one-atom weights `w`. -/
def missingWeight (w : ℕ → ℝ) (N : ℕ) (t : ℝ) : ℝ :=
  ∑' k : ℕ, w (k + N) * ‖dimerFactor (k + N) t‖ ^ 2
```

Here `tailWeight w N` is W and `missingWeight w N t` is T(t). The weights are an arbitrary real sequence `w : ℕ → ℝ`; no atomic potential or orbital is constructed. The dimer is the plain sum of two atomic functions, without normalisation. Normalising it would divide T by a total weight that itself depends on t, and the bound for two geometries does not cover that quotient. Negative plane waves are absent. For N ≥ 1 and weights even in n, including them doubles T, W and the bound alike.

## Separating the interference

The next lemma computes the squared modulus from real and imaginary parts and closes with sin² + cos² = 1.

```lean
/-- The squared structure factor of the dimer is `2 + 2 cos (n t)`. -/
theorem norm_dimerFactor_sq (n : ℕ) (t : ℝ) :
    ‖dimerFactor n t‖ ^ 2 = 2 + 2 * Real.cos (n * t) := by
  rw [dimerFactor, Complex.sq_norm, Complex.normSq_apply]
  simp only [Complex.add_re, Complex.add_im, Complex.one_re, Complex.one_im,
    Complex.exp_ofReal_mul_I_re, Complex.exp_ofReal_mul_I_im]
  linear_combination Real.sin_sq_add_cos_sq ((n : ℝ) * t)
```

Convergence of C(t) follows by comparison with the absolute values of the shifted weights. Monotonicity plays no part here.

```lean
/-- For summable weights the interference sum over the plane waves `n ≥ N` converges. -/
theorem summable_interference {w : ℕ → ℝ} (hw : Summable w) (N : ℕ) (t : ℝ) :
    Summable fun k : ℕ => w (k + N) * Real.cos (((k + N : ℕ) : ℝ) * t) := by
  have h1 : Summable fun k : ℕ => w (k + N) := (summable_nat_add_iff N).2 hw
  refine Summable.of_norm_bounded (g := fun k : ℕ => ‖w (k + N)‖) h1.norm fun k => ?_
  rw [norm_mul]
  exact mul_le_of_le_one_right (norm_nonneg _) (Real.abs_cos_le_one _)
```

The splitting T = 2W + 2C is now an identity between convergent series. The proof adds the two series on the right and matches them with T term by term.

```lean
/-- For summable weights the missing weight of the dimer is twice that of one atom plus twice the
interference sum. -/
theorem missingWeight_eq {w : ℕ → ℝ} (hw : Summable w) (N : ℕ) (t : ℝ) :
    missingWeight w N t = 2 * tailWeight w N +
      2 * ∑' k : ℕ, w (k + N) * Real.cos (((k + N : ℕ) : ℝ) * t) := by
  have h1 : Summable fun k : ℕ => w (k + N) := (summable_nat_add_iff N).2 hw
  have h := (h1.hasSum.mul_left 2).add ((summable_interference hw N t).hasSum.mul_left 2)
  unfold missingWeight tailWeight
  refine (tsum_congr fun k => ?_).trans h.tsum_eq
  show w (k + N) * ‖dimerFactor (k + N) t‖ ^ 2 =
    2 * w (k + N) + 2 * (w (k + N) * Real.cos (((k + N : ℕ) : ℝ) * t))
  rw [norm_dimerFactor_sq]
  ring
```

## Summation by parts for bounded sequences

This lemma contains the induction done by hand above, for any nonnegative, nonincreasing `v` and any `b` bounded by one in modulus. The auxiliary statement `key` is the inequality with the boundary term split off. In the induction step, `hd` records v(M) − v(M+1) ≥ 0, and `nlinarith` receives the products of this difference with 1 ± b(M+1). The final lines restore the boundary term.

```lean
/-- Summation by parts: nonnegative, nonincreasing weights `v` times the increments of a
sequence bounded by one in modulus have partial sums of modulus at most `2 v 0`. -/
theorem abs_sum_increments_le {v b : ℕ → ℝ} (hv : Antitone v) (h0 : ∀ k, 0 ≤ v k)
    (hb : ∀ k, |b k| ≤ 1) (M : ℕ) :
    |∑ k ∈ range M, v k * (b (k + 1) - b k)| ≤ 2 * v 0 := by
  -- the boundary term is split off, so that the bound grows by v M - v (M + 1) per step
  have key : |(∑ k ∈ range M, v k * (b (k + 1) - b k)) - v M * b M| ≤ 2 * v 0 - v M := by
    induction M with
    | zero =>
      have h := abs_le.1 (hb 0)
      rw [sum_range_zero, abs_le]
      constructor <;> nlinarith [h0 0, h.1, h.2]
    | succ M ih =>
      have h := abs_le.1 (hb (M + 1))
      have hd : 0 ≤ v M - v (M + 1) := sub_nonneg.2 (hv (Nat.le_succ M))
      have i := abs_le.1 ih
      rw [sum_range_succ, abs_le]
      constructor <;> nlinarith [mul_nonneg hd (sub_nonneg.2 h.1),
        mul_nonneg hd (sub_nonneg.2 h.2), i.1, i.2]
  have h := abs_le.1 (hb M)
  have i := abs_le.1 key
  rw [abs_le]
  constructor <;> nlinarith [mul_nonneg (h0 M) (sub_nonneg.2 h.1),
    mul_nonneg (h0 M) (sub_nonneg.2 h.2), i.1, i.2]
```

## The interference bound

`Antitone w` says that the weights are nonincreasing, and `Summable w` that their series converges. Nonnegativity is derived in `hpos` and not assumed.

The call to `le_of_tendsto'` reduces the claim to partial sums. `hA` applies the previous lemma to the shifted weights and the half-step sines, and `hE` rewrites each difference of sines as 2 sin(t/2) times a cosine. Division by |sin(t/2)| is where the hypothesis `ht` enters.

```lean
/-- For nonincreasing, summable weights and `sin (t/2) ≠ 0`, the interference sum beyond the
cutoff is at most `w N / |sin (t/2)|` in modulus. -/
theorem abs_interference_le {w : ℕ → ℝ} (hanti : Antitone w) (hw : Summable w) (N : ℕ)
    {t : ℝ} (ht : Real.sin (t / 2) ≠ 0) :
    |∑' k : ℕ, w (k + N) * Real.cos (((k + N : ℕ) : ℝ) * t)| ≤
      w N / |Real.sin (t / 2)| := by
  -- a nonincreasing sequence with limit zero is nonnegative
  have hpos : ∀ n, 0 ≤ w n := fun n => hanti.le_of_tendsto hw.tendsto_atTop_zero n
  refine le_of_tendsto' (summable_interference hw N t).hasSum.tendsto_sum_nat.abs fun M => ?_
  have hA : |∑ k ∈ range M, w (k + N) * (Real.sin (((k + 1 + N : ℕ) : ℝ) * t - t / 2) -
      Real.sin (((k + N : ℕ) : ℝ) * t - t / 2))| ≤ 2 * w (0 + N) :=
    abs_sum_increments_le (v := fun k => w (k + N))
      (b := fun k => Real.sin (((k + N : ℕ) : ℝ) * t - t / 2))
      (fun i j hij => hanti (Nat.add_le_add_right hij N)) (fun k => hpos (k + N))
      (fun k => Real.abs_sin_le_one _) M
  -- each cosine, times 2 sin (t/2), is a difference of consecutive sines
  have hE : ∑ k ∈ range M, w (k + N) * (Real.sin (((k + 1 + N : ℕ) : ℝ) * t - t / 2) -
      Real.sin (((k + N : ℕ) : ℝ) * t - t / 2)) = 2 * Real.sin (t / 2) *
        ∑ k ∈ range M, w (k + N) * Real.cos (((k + N : ℕ) : ℝ) * t) := by
    rw [mul_sum]
    refine sum_congr rfl fun k _ => ?_
    have hx : ((k + 1 + N : ℕ) : ℝ) * t - t / 2 = ((k + N : ℕ) : ℝ) * t + t / 2 := by
      push_cast
      ring
    rw [hx, Real.sin_add, Real.sin_sub]
    ring
  rw [hE, abs_mul, abs_mul, abs_two, zero_add] at hA
  rw [le_div_iff₀ (abs_pos.2 ht)]
  linarith
```

## One geometry, then two

Subtracting 2W from the splitting leaves 2C, so the main theorem is the interference bound multiplied by two.

```lean
/-- For nonincreasing, summable weights and `sin (t/2) ≠ 0`, the missing weight of the dimer
differs from twice that of one atom by at most `2 w N / |sin (t/2)|`. -/
theorem abs_missingWeight_sub_le {w : ℕ → ℝ} (hanti : Antitone w) (hw : Summable w) (N : ℕ)
    {t : ℝ} (ht : Real.sin (t / 2) ≠ 0) :
    |missingWeight w N t - 2 * tailWeight w N| ≤ 2 * w N / |Real.sin (t / 2)| := by
  rw [missingWeight_eq hw, add_sub_cancel_left, abs_mul, abs_two, mul_div_assoc]
  linarith [abs_interference_le hanti hw N ht]
```

Although the theorem asks for monotonicity of the whole sequence, the weights below the cutoff enter neither T nor W. An atom whose weights decrease only from N onwards is covered after its earlier weights are replaced by w(N).

For two geometries, the proof applies this theorem twice and combines the inequalities linearly.

```lean
/-- For nonincreasing, summable weights, the missing weights at two geometries with `sin (t₁/2)` and
`sin (t₂/2)` nonzero differ by at most `2 w N` times `1/|sin (t₁/2)| + 1/|sin (t₂/2)|`. -/
theorem abs_missingWeight_diff_le {w : ℕ → ℝ} (hanti : Antitone w) (hw : Summable w) (N : ℕ)
    {t₁ t₂ : ℝ} (h₁ : Real.sin (t₁ / 2) ≠ 0) (h₂ : Real.sin (t₂ / 2) ≠ 0) :
    |missingWeight w N t₁ - missingWeight w N t₂| ≤
      2 * w N * (1 / |Real.sin (t₁ / 2)| + 1 / |Real.sin (t₂ / 2)|) := by
  have a := abs_le.1 (abs_missingWeight_sub_le hanti hw N h₁)
  have b := abs_le.1 (abs_missingWeight_sub_le hanti hw N h₂)
  have e : 2 * w N * (1 / |Real.sin (t₁ / 2)| + 1 / |Real.sin (t₂ / 2)|) =
      2 * w N / |Real.sin (t₁ / 2)| + 2 * w N / |Real.sin (t₂ / 2)| := by ring
  rw [e, abs_le]
  constructor <;> linarith [a.1, a.2, b.1, b.2]
```

## Coinciding atoms and the optimal constant

When sin(t/2) = 0, the proof extracts an integer `m` with t = 2πm and shows that every cosine is 1. The interference sum then equals the one-atom tail. This theorem assumes summability but not monotonicity.

```lean
/-- If `sin (t/2) = 0` and the weights are summable, the missing weight of the dimer is four
times that of one atom. -/
theorem missingWeight_of_sin_eq_zero {w : ℕ → ℝ} (hw : Summable w) (N : ℕ) {t : ℝ}
    (ht : Real.sin (t / 2) = 0) : missingWeight w N t = 4 * tailWeight w N := by
  obtain ⟨m, hm⟩ := Real.sin_eq_zero_iff.1 ht
  -- all plane waves interfere constructively
  have hcos : ∀ n : ℕ, Real.cos ((n : ℝ) * t) = 1 := by
    intro n
    have hn : (n : ℝ) * t = (((n : ℤ) * m : ℤ) : ℝ) * (2 * Real.pi) := by
      push_cast
      linear_combination (-2 * (n : ℝ)) * hm
    rw [hn, Real.cos_int_mul_two_pi]
  have hsum : ∑' k : ℕ, w (k + N) * Real.cos (((k + N : ℕ) : ℝ) * t) = tailWeight w N :=
    tsum_congr fun k => by rw [hcos, mul_one]
  rw [missingWeight_eq hw, hsum]
  ring
```

The example for optimality uses a sequence that stops immediately after the first omitted plane wave.

```lean
/-- Weights equal to one up to the plane wave `N` and zero beyond it. -/
def stepWeight (N n : ℕ) : ℝ := if n ≤ N then 1 else 0
```

The last theorem states three things for every `N`, including `N = 0`: the step weights are nonincreasing, they are summable, and they attain equality at t = π. Summability holds because only finitely many terms are nonzero. `tsum_eq_single` then reduces the interference sum to its term at `k = 0`, which is (−1)^N. Equality is established at this one phase, which is enough to rule out a smaller constant valid for all t.

```lean
/-- The step weights are nonincreasing and summable, and at `t = π` they attain equality in
the bound `2 w N / |sin (t/2)|`, for every cutoff `N`. -/
theorem bound_sharp (N : ℕ) :
    Antitone (stepWeight N) ∧ Summable (stepWeight N) ∧
      |missingWeight (stepWeight N) N Real.pi - 2 * tailWeight (stepWeight N) N| =
        2 * stepWeight N N / |Real.sin (Real.pi / 2)| := by
  have hs : Summable (stepWeight N) := by
    refine (hasSum_sum_of_ne_finset_zero (f := stepWeight N) (s := range (N + 1))
      fun n hn => ?_).summable
    rw [mem_range] at hn
    exact if_neg (by omega)
  refine ⟨fun m n h => ?_, hs, ?_⟩
  · unfold stepWeight
    by_cases hn : n ≤ N
    · simp [hn, h.trans hn]
    · rw [if_neg hn]
      split_ifs <;> norm_num
  · -- only the plane wave n = N contributes to the interference sum
    have hc : ∑' k : ℕ, stepWeight N (k + N) * Real.cos (((k + N : ℕ) : ℝ) * Real.pi) =
        (-1) ^ N := by
      rw [tsum_eq_single 0]
      · rw [zero_add, Real.cos_nat_mul_pi]
        simp [stepWeight]
      · intro k hk
        have hkN : ¬ k + N ≤ N := by omega
        rw [stepWeight, if_neg hkN, zero_mul]
    rw [missingWeight_eq hs, add_sub_cancel_left, hc, Real.sin_pi_div_two]
    simp [stepWeight, abs_mul]

end

end DimerCutoff
```

```lean
#print axioms DimerCutoff.abs_missingWeight_diff_le
#print axioms DimerCutoff.missingWeight_of_sin_eq_zero
#print axioms DimerCutoff.bound_sharp
```

```
'DimerCutoff.abs_missingWeight_diff_le' depends on axioms: [propext, Classical.choice, Quot.sound]
'DimerCutoff.missingWeight_of_sin_eq_zero' depends on axioms: [propext, Classical.choice, Quot.sound]
'DimerCutoff.bound_sharp' depends on axioms: [propext, Classical.choice, Quot.sound]
```
